# Below the first excitation energy, the finite-dimensional projected Sternheimer equation has exactly one solution

At the first excitation energy, the Sternheimer equation for linear response can have no solution or infinitely many, and just below it a trial vector with a small residual may still be far from the solution. For a finite-dimensional Hamiltonian, the file below proves that projecting out the reference state and staying below that energy gives exactly one solution, with an explicit error bound.

In Lean 4 with Mathlib:

```lean
import Mathlib

open scoped InnerProductSpace

namespace ProjectedSternheimer

noncomputable section

variable {V : Type*} [NormedAddCommGroup V] [InnerProductSpace ℂ V] {m : ℕ}

/-- The shifted Hamiltonian `H - e - w` for a reference energy `e` and a frequency `w`. -/
def shifted (H : V →ₗ[ℂ] V) (e w : ℝ) : V →ₗ[ℂ] V :=
  H - ((e + w : ℝ) : ℂ) • LinearMap.id

/-- The real part of `⟨x, A x⟩` divided by `‖x‖ ^ 2`. For nonzero `x` and real `⟨x, A x⟩` this is
the Rayleigh quotient of `A`. -/
def rayleigh (A : V →ₗ[ℂ] V) (x : V) : ℝ := (⟪x, A x⟫_ℂ).re / ‖x‖ ^ 2

/-- The product of the amplitude `⟨v, x⟩` and its conjugate is its squared modulus. -/
lemma population (v x : V) :
    ⟪x, v⟫_ℂ * ⟪v, x⟫_ℂ = ((‖⟪v, x⟫_ℂ‖ ^ 2 : ℝ) : ℂ) := by
  rw [← inner_conj_symm x v, Complex.conj_mul', Complex.ofReal_pow]

/-- In the eigenbasis of `H`, the shifted Hamiltonian multiplies the `k`-th amplitude
by `E k - E 0 - w`. -/
theorem inner_shifted {H : V →ₗ[ℂ] V} {E : Fin (m + 2) → ℝ}
    (u : OrthonormalBasis (Fin (m + 2)) ℂ V) (hu : ∀ k, H (u k) = (E k : ℂ) • u k)
    (w : ℝ) (x : V) (k : Fin (m + 2)) :
    ⟪u k, shifted H (E 0) w x⟫_ℂ = ((E k - E 0 - w : ℝ) : ℂ) * ⟪u k, x⟫_ℂ := by
  have e : H x = ∑ j, (⟪u j, x⟫_ℂ * (E j : ℂ)) • u j := by
    conv_lhs => rw [← u.sum_repr' x]
    simp only [map_sum, map_smul, hu, smul_smul]
  have hH : ⟪u k, H x⟫_ℂ = (E k : ℂ) * ⟪u k, x⟫_ℂ := by
    rw [e, u.orthonormal.inner_right_fintype]
    ring
  simp only [shifted, LinearMap.sub_apply, LinearMap.smul_apply, LinearMap.id_apply,
    inner_sub_right, inner_smul_right, hH]
  push_cast
  ring

/-- For ordered levels and a nonzero vector orthogonal to `u 0`, the Rayleigh quotient of `H - E 0 -
w` lies between `E 1 - E 0 - w` and the same expression with the highest level. -/
theorem rayleigh_mem_Icc {H : V →ₗ[ℂ] V} {E : Fin (m + 2) → ℝ}
    (u : OrthonormalBasis (Fin (m + 2)) ℂ V) (hu : ∀ k, H (u k) = (E k : ℂ) • u k)
    (hE : Monotone E) (w : ℝ) {x : V} (hx0 : x ≠ 0) (hx : ⟪u 0, x⟫_ℂ = 0) :
    rayleigh (shifted H (E 0) w) x ∈
      Set.Icc (E 1 - E 0 - w) (E (Fin.last (m + 1)) - E 0 - w) := by
  -- the numerator is a sum of squared amplitudes weighted by the shifted levels
  have h : ⟪x, shifted H (E 0) w x⟫_ℂ
      = ((∑ k, (E k - E 0 - w) * ‖⟪u k, x⟫_ℂ‖ ^ 2 : ℝ) : ℂ) := by
    rw [← u.sum_inner_mul_inner x, Complex.ofReal_sum]
    refine Finset.sum_congr rfl fun k _ => ?_
    rw [inner_shifted u hu, Complex.ofReal_mul, ← population (u k) x]
    ring
  have hpos : 0 < ‖x‖ ^ 2 := pow_pos (norm_pos_iff.mpr hx0) 2
  rw [rayleigh, h, Complex.ofReal_re, Set.mem_Icc, le_div_iff₀ hpos, div_le_iff₀ hpos,
    ← u.sum_sq_norm_inner_right x, Finset.mul_sum, Finset.mul_sum]
  constructor
  · refine Finset.sum_le_sum fun k _ => ?_
    by_cases hk : k = 0
    · subst hk
      simp [hx]
    · have h1 : (1 : Fin (m + 2)) ≤ k := by
        have h0 : (k : ℕ) ≠ 0 := fun h => hk (Fin.ext (h.trans (by simp)))
        have h2 : ((1 : Fin (m + 2)) : ℕ) = 1 := by simp
        rw [Fin.le_def, h2]
        omega
      exact mul_le_mul_of_nonneg_right (by linarith [hE h1]) (sq_nonneg _)
  · refine Finset.sum_le_sum fun k _ => ?_
    exact mul_le_mul_of_nonneg_right (by linarith [hE (Fin.le_last k)]) (sq_nonneg _)

/-- In the eigenstate `u k` the Rayleigh quotient of `H - E 0 - w` equals `E k - E 0 - w`. -/
theorem rayleigh_eigenstate {H : V →ₗ[ℂ] V} {E : Fin (m + 2) → ℝ}
    (u : OrthonormalBasis (Fin (m + 2)) ℂ V) (hu : ∀ k, H (u k) = (E k : ℂ) • u k)
    (w : ℝ) (k : Fin (m + 2)) :
    rayleigh (shifted H (E 0) w) (u k) = E k - E 0 - w := by
  rw [rayleigh, inner_shifted u hu, inner_self_eq_norm_sq_to_K, u.orthonormal.1 k]
  simp

/-- For ordered levels and `w < E 1 - E 0`, the distance of a trial vector `y` from a solution `x`,
both orthogonal to `u 0`, is at most the norm of the residual of `y` divided by `E 1 - E 0 - w`. -/
theorem error_le_residual {H : V →ₗ[ℂ] V} {E : Fin (m + 2) → ℝ}
    (u : OrthonormalBasis (Fin (m + 2)) ℂ V) (hu : ∀ k, H (u k) = (E k : ℂ) • u k)
    (hE : Monotone E) {w : ℝ} (hw : w < E 1 - E 0) {b x y : V}
    (hx : ⟪u 0, x⟫_ℂ = 0) (hxb : shifted H (E 0) w x = b) (hy : ⟪u 0, y⟫_ℂ = 0) :
    ‖y - x‖ ≤ ‖shifted H (E 0) w y - b‖ / (E 1 - E 0 - w) := by
  have hg : 0 < E 1 - E 0 - w := by linarith
  rw [← hxb, ← map_sub, le_div_iff₀ hg]
  by_cases hz : y - x = 0
  · simp [hz]
  · have hn : 0 < ‖y - x‖ := norm_pos_iff.mpr hz
    have hR := (rayleigh_mem_Icc u hu hE w hz (by rw [inner_sub_right, hx, hy, sub_zero])).1
    rw [rayleigh, le_div_iff₀ (pow_pos hn 2)] at hR
    -- Cauchy-Schwarz turns the lower Rayleigh bound into a bound on the residual
    have hC := (Complex.re_le_norm _).trans
      (norm_inner_le_norm (𝕜 := ℂ) (y - x) (shifted H (E 0) w (y - x)))
    refine le_of_mul_le_mul_left ?_ hn
    nlinarith [hR, hC]

/-- For ordered levels, `w < E 1 - E 0` and a solution `x` orthogonal to `u 0`, the response `⟨b,
x⟩` is the sum over the states above `u 0` of `|⟨u k, b⟩|² / (E k - E 0 - w)`. -/
theorem response_eq_sum {H : V →ₗ[ℂ] V} {E : Fin (m + 2) → ℝ}
    (u : OrthonormalBasis (Fin (m + 2)) ℂ V) (hu : ∀ k, H (u k) = (E k : ℂ) • u k)
    (hE : Monotone E) {w : ℝ} (hw : w < E 1 - E 0) {b x : V}
    (hx : ⟪u 0, x⟫_ℂ = 0) (hxb : shifted H (E 0) w x = b) :
    ⟪b, x⟫_ℂ = ((∑ k : Fin (m + 1),
      ‖⟪u k.succ, b⟫_ℂ‖ ^ 2 / (E k.succ - E 0 - w) : ℝ) : ℂ) := by
  rw [← u.sum_inner_mul_inner b x, Fin.sum_univ_succ, hx, mul_zero, zero_add,
    Complex.ofReal_sum]
  refine Finset.sum_congr rfl fun k _ => ?_
  have h1 : (1 : Fin (m + 2)) ≤ k.succ := by
    have h2 : ((1 : Fin (m + 2)) : ℕ) = 1 := by simp
    rw [Fin.le_def, h2, Fin.val_succ]
    omega
  have hd : E k.succ - E 0 - w ≠ 0 := by
    have := hE h1
    exact ne_of_gt (by linarith)
  have hk : ⟪u k.succ, b⟫_ℂ = ((E k.succ - E 0 - w : ℝ) : ℂ) * ⟪u k.succ, x⟫_ℂ := by
    rw [← hxb, inner_shifted u hu]
  rw [Complex.ofReal_div, ← population (u k.succ) b,
    eq_div_iff (Complex.ofReal_ne_zero.mpr hd)]
  linear_combination (-⟪b, u k.succ⟫_ℂ) * hk

/-- Projected Sternheimer equation: for `w < E 1 - E 0` and `b` orthogonal to `u 0`, the equation
`(H - E 0 - w) x = b` has exactly one solution orthogonal to `u 0`, and `⟨b, x⟩` is given by
the sum over states. -/
theorem projected_sternheimer {H : V →ₗ[ℂ] V} {E : Fin (m + 2) → ℝ}
    (u : OrthonormalBasis (Fin (m + 2)) ℂ V) (hu : ∀ k, H (u k) = (E k : ℂ) • u k)
    (hE : Monotone E) {w : ℝ} (hw : w < E 1 - E 0) {b : V} (hb : ⟪u 0, b⟫_ℂ = 0) :
    ∃ x, (⟪u 0, x⟫_ℂ = 0 ∧ shifted H (E 0) w x = b) ∧
      (∀ y, ⟪u 0, y⟫_ℂ = 0 → shifted H (E 0) w y = b → y = x) ∧
      ⟪b, x⟫_ℂ = ((∑ k : Fin (m + 1),
        ‖⟪u k.succ, b⟫_ℂ‖ ^ 2 / (E k.succ - E 0 - w) : ℝ) : ℂ) := by
  -- divide each amplitude of the source by its excitation denominator
  let c : Fin (m + 2) → ℂ := fun k => ⟪u k, b⟫_ℂ / ((E k - E 0 - w : ℝ) : ℂ)
  have hc : ∀ k, ⟪u k, ∑ j, c j • u j⟫_ℂ = c k := fun k =>
    u.orthonormal.inner_right_fintype c k
  have hx : ⟪u 0, ∑ j, c j • u j⟫_ℂ = 0 := by
    rw [hc]
    simp only [c, hb, zero_div]
  have hxb : shifted H (E 0) w (∑ j, c j • u j) = b := by
    rw [← u.sum_repr' (shifted H (E 0) w (∑ j, c j • u j))]
    refine Eq.trans (Finset.sum_congr rfl fun k _ => ?_) (u.sum_repr' b)
    congr 1
    rw [inner_shifted u hu, hc]
    refine Fin.cases ?_ (fun i => ?_) k
    · simp only [c, hb, zero_div, mul_zero]
    · have h1 : (1 : Fin (m + 2)) ≤ i.succ := by
        have h2 : ((1 : Fin (m + 2)) : ℕ) = 1 := by simp
        rw [Fin.le_def, h2, Fin.val_succ]
        omega
      have hd : E i.succ - E 0 - w ≠ 0 := by
        have := hE h1
        exact ne_of_gt (by linarith)
      exact mul_div_cancel₀ _ (Complex.ofReal_ne_zero.mpr hd)
  refine ⟨_, ⟨hx, hxb⟩, fun y hy hyb => ?_, response_eq_sum u hu hE hw hx hxb⟩
  -- a vanishing residual forces a vanishing error
  have h := error_le_residual u hu hE hw hx hxb hy
  rw [hyb, sub_self, norm_zero, zero_div] at h
  exact sub_eq_zero.mp (norm_le_zero_iff.mp h)

/-- At the resonance `w = E 1 - E 0`, adding any multiple of `u 1` to a solution orthogonal to `u 0`
again gives a solution orthogonal to `u 0`. -/
theorem resonance_not_unique {H : V →ₗ[ℂ] V} {E : Fin (m + 2) → ℝ}
    (u : OrthonormalBasis (Fin (m + 2)) ℂ V) (hu : ∀ k, H (u k) = (E k : ℂ) • u k)
    {b x : V} (hx : ⟪u 0, x⟫_ℂ = 0) (hxb : shifted H (E 0) (E 1 - E 0) x = b) (c : ℂ) :
    ⟪u 0, x + c • u 1⟫_ℂ = 0 ∧ shifted H (E 0) (E 1 - E 0) (x + c • u 1) = b := by
  have h01 : ⟪u 0, u 1⟫_ℂ = 0 := u.orthonormal.2 (by simp)
  have h1 : shifted H (E 0) (E 1 - E 0) (u 1) = 0 := by
    simp only [shifted, LinearMap.sub_apply, LinearMap.smul_apply, LinearMap.id_apply, hu]
    rw [add_sub_cancel, sub_self]
  constructor
  · rw [inner_add_right, inner_smul_right, hx, h01, mul_zero, add_zero]
  · rw [map_add, map_smul, hxb, h1, smul_zero, add_zero]

/-- The three-level Hamiltonian that multiplies the components of a vector by 0, 1 and 2. -/
def ladder : EuclideanSpace ℂ (Fin 3) →ₗ[ℂ] EuclideanSpace ℂ (Fin 3) where
  toFun x := WithLp.toLp 2 (fun k => ((k : ℕ) : ℂ) * x k)
  map_add' x y := by ext k; simp [mul_add]
  map_smul' c x := by ext k; simp [mul_left_comm]

/-- The standard basis vectors are eigenvectors of the three-level Hamiltonian with the ordered
levels 0, 1, 2, and the second basis vector is a source orthogonal to the first. -/
theorem ladder_witness :
    (∀ k, ladder (EuclideanSpace.basisFun (Fin 3) ℂ k)
      = ((((k : ℕ) : ℝ)) : ℂ) • EuclideanSpace.basisFun (Fin 3) ℂ k) ∧
    Monotone (fun k : Fin 3 => ((k : ℕ) : ℝ)) ∧
    ⟪EuclideanSpace.basisFun (Fin 3) ℂ 0, EuclideanSpace.basisFun (Fin 3) ℂ 1⟫_ℂ = 0 := by
  refine ⟨fun k => ?_, fun i j h => Nat.cast_le.mpr h,
    (EuclideanSpace.basisFun (Fin 3) ℂ).orthonormal.2 (by decide)⟩
  ext j
  by_cases h : j = k
  · subst h
    simp [ladder]
  · simp [ladder, h]

end

end ProjectedSternheimer
```

## The equation and its physical content

Let $u_0,\dots,u_{m+1}$ be orthonormal eigenstates of $H$ with real energies $E_0\le E_1\le\dots\le E_{m+1}$. Let $w$ be a real frequency in energy units, and $b$ a source with $\langle u_0,b\rangle=0$. If $w<E_1-E_0$, then

$$(H-E_0-w)\,x=b,\qquad \langle u_0,x\rangle=0$$

has exactly one solution, and

$$\langle b,x\rangle=\sum_{k=1}^{m+1}\frac{|\langle u_k,b\rangle|^2}{E_k-E_0-w}.$$

This is `projected_sternheimer`. The basis `u` is indexed by `Fin (m + 2)`, so there are at least two levels. The hypothesis `hu` says that its members are eigenvectors, `hE` orders the levels, `hw` keeps $w$ below the first excitation, and `hb` removes the reference state from the source. Hermiticity is carried by the orthonormal eigenbasis with real eigenvalues. The inner product is conjugate-linear in its first slot, so `⟪u k, x⟫_ℂ` is the amplitude of $x$ on $u_k$. In the sum, `k.succ` runs over the levels $1,\dots,m+1$.

A strict gap $E_0<E_1$ is not assumed separately; for $w\ge 0$ it follows from `hw`. At $w=0$, if $b$ is the part of $H'u_0$ orthogonal to $u_0$ for a Hermitian perturbation $H'$, then $-\langle b,x\rangle$ is the second-order energy. For a Hermitian perturbation that oscillates in time at a frequency $w\neq0$, the full linear response combines the solutions at $w$ and $-w$; the quantity $\langle b,x\rangle$ here is built from the solution at $w$ alone. Density-functional perturbation theory solves equations of this type without summing over excited states; the model here has a fixed, finite-dimensional $H$ and a single projected state, with no self-consistent change of the potential.

## From amplitudes to the solution

Write $A=H-E_0-w$, $\Delta_k=E_k-E_0-w$ and $x_k=\langle u_k,x\rangle$. Expanding $x$ in eigenstates gives

$$\langle u_k,Ax\rangle=\Delta_k x_k .$$

`inner_shifted` proves this by the same expansion. Hence $\langle x,Ax\rangle=\sum_k\Delta_k|x_k|^2$, which is real. If $x\neq0$ and $x_0=0$, only levels with $\Delta_1\le\Delta_k\le\Delta_{m+1}$ contribute. With Parseval's identity $\|x\|^2=\sum_k|x_k|^2$,

$$\Delta_1\le\frac{\langle x,Ax\rangle}{\|x\|^2}\le\Delta_{m+1}.$$

`rayleigh_mem_Icc` compares the sums term by term, treating $k=0$ separately for the lower bound. It holds for every real $w$. `rayleigh_eigenstate` gives the value $\Delta_k$ in $u_k$, so both ends are attained.

Now let $x$ be a solution and $y$ a trial vector, both orthogonal to $u_0$. Put $z=y-x$ and $r=Ay-b=Az$. The lower bound and Cauchy–Schwarz give

$$\Delta_1\|z\|^2\le\langle z,Az\rangle\le\|z\|\,\|r\|,\qquad\text{so}\qquad \|z\|\le\frac{\|r\|}{\Delta_1},$$

where the last step uses $\Delta_1>0$ and is immediate for $z=0$. This is `error_le_residual`: it turns the residual of an iterative solver into an error bound for this finite model, and the bound weakens as $w$ approaches the excitation energy. If $y$ is also a solution, then $r=0$ and $y=x$, which is uniqueness.

For existence, put $b_k=\langle u_k,b\rangle$ and choose $x_0=0$ and $x_k=b_k/\Delta_k$ for $k\ge1$. Every denominator is positive, and $Ax$ has the amplitudes of $b$. The main proof builds this vector from the coefficients `c` and checks it amplitude by amplitude. Finally,

$$\langle b,x\rangle=\sum_{k\ge1}\overline{b_k}\,x_k=\sum_{k\ge1}\frac{|b_k|^2}{\Delta_k}.$$

`response_eq_sum` carries out this step, with `population` turning $\overline{b_k}\,b_k$ into $|b_k|^2$.

## Resonance in a three-level ladder

The Hamiltonian `ladder` has levels $0,1,2$, and `ladder_witness` confirms its eigenvectors, their ordering and a source orthogonal to $u_0$. The theorem therefore applies for any $w<1$.

Drop that condition and take $w=1$, so that $\Delta_1=0$ and $\Delta_2=1$. For $b=u_1$, the amplitude on $u_1$ would have to satisfy $0=1$, so there is no solution. For $b=u_2$, every vector $u_2+c\,u_1$ with $c\in\mathbb{C}$ is a solution orthogonal to $u_0$. `resonance_not_unique` proves this second kind of failure for general $H$: at $w=E_1-E_0$ the shifted operator annihilates $u_1$, so any multiple of it can be added to a solution.

```lean
#print axioms ProjectedSternheimer.rayleigh_eigenstate
-- 'ProjectedSternheimer.rayleigh_eigenstate' depends on axioms: [propext, Classical.choice, Quot.sound]
#print axioms ProjectedSternheimer.projected_sternheimer
-- 'ProjectedSternheimer.projected_sternheimer' depends on axioms: [propext, Classical.choice, Quot.sound]
#print axioms ProjectedSternheimer.resonance_not_unique
-- 'ProjectedSternheimer.resonance_not_unique' depends on axioms: [propext, Classical.choice, Quot.sound]
```
